# The Kähler potential of a holomorphic band and the sign of its Berry curvature

## Question

A formal statement about a holomorphic band has to fix which object is holomorphic, and I take it to be the unnormalised state, with normalisation applied afterwards. Let \(f\) be a complex-differentiable, nowhere vanishing map from \(\mathbb{C}\) to \(\mathbb{C}^n\), with \(z = x + iy\). The claim is
\[
(\partial_x^2 + \partial_y^2)\log\|f\|^2 = \frac{4\left(\|f\|^2\|f'\|^2 - |\langle f, f'\rangle|^2\right)}{\|f\|^4} \ge 0,
\]
so that the Berry curvature of the normalised state \(f/\|f\|\) has one sign. How does one state and prove this in Lean 4 with Mathlib, including the link to the curvature?

## Answer

### Modelling choices

The state space `E` is any complex inner product space, assumed complete (`CompleteSpace E`) wherever second derivatives occur. The space \(\mathbb{C}^n\) with its standard inner product is a special case, and no finite dimension is required. The inner product `⟪·, ·⟫_ℂ` is conjugate-linear in the first slot and linear in the second, as in Dirac notation.

Holomorphy is assumed locally. The hypotheses `hd : DifferentiableOn ℂ f U` and `hU : U ∈ 𝓝 z` say that \(f\) is complex-differentiable on a neighbourhood \(U\) of the point \(z\), and `hz : f z ≠ 0` says that it is nonzero at that point. The version in the question follows by taking \(U = \mathbb{C}\) and letting \(z\) run over the plane.

The real derivatives are taken along lines. For a direction \(v \in \mathbb{C}\) and a function \(g\) on the plane, `dirDeriv v g z` is
\[
\partial_v g(z) = \frac{d}{dt}\, g(z + tv)\Big|_{t=0}, \qquad t \in \mathbb{R},
\]
so that \(\partial_1 = \partial_x\) and \(\partial_i = \partial_y\). The Laplacian `laplacian` is \(\Delta = \partial_1\partial_1 + \partial_i\partial_i\), and `kahler f` is \(K = \log\|f\|^2\). The normalised state `normalised f` is \(\hat f = f/\|f\|\); the docstrings call it `u`, and I keep \(u\) for a second direction, as the Lean statements do. The connection and curvature are
\[
A_v = -\operatorname{Im}\langle \hat f, \partial_v \hat f\rangle, \qquad \Omega = \partial_x A_y - \partial_y A_x,
\]
with \(A_x = A_1\) and \(A_y = A_i\). These two definitions, together with the orientation \((x, y)\), fix which sign the curvature takes.

### Derivation by hand

Write \(N = \|f\|^2\), \(M = \|f'\|^2\), \(p = \langle f, f'\rangle\) and \(q = \langle f, f''\rangle\), where primes are complex derivatives.

By the chain rule, \(f(z + tv)\) has velocity \(v f'(z)\) at \(t = 0\). Therefore
\[
\partial_v N = \langle v f', f\rangle + \langle f, v f'\rangle = \overline{vp} + vp = 2\operatorname{Re}(vp), \qquad \partial_v K = \frac{2\operatorname{Re}(vp)}{N}.
\]
This holds at every point near \(z\), since \(f\) remains differentiable there and, by continuity, nonzero. The derivative \(f'\) is again holomorphic, so it has velocity \(v f''\), and
\[
\partial_v p = \langle v f', f'\rangle + \langle f, v f''\rangle = \bar v M + v q.
\]
The quotient rule applied to \(\partial_u K = 2\operatorname{Re}(up)/N\) gives
\[
\partial_v\partial_u K = \frac{2\operatorname{Re}\left(u(vq + \bar v M)\right) N - 2\operatorname{Re}(up)\cdot 2\operatorname{Re}(vp)}{N^2}.
\]
For \(u = v = 1\) the numerator is \(2(\operatorname{Re}q + M)N - 4(\operatorname{Re}p)^2\). For \(u = v = i\) one has \(uv = -1\), \(u\bar v = 1\) and \(\operatorname{Re}(ip) = -\operatorname{Im}p\), so the numerator is \(2(-\operatorname{Re}q + M)N - 4(\operatorname{Im}p)^2\). The terms with \(f''\) cancel in the sum:
\[
\Delta K = \frac{4\left(NM - |p|^2\right)}{N^2}.
\]
The Cauchy-Schwarz inequality \(|p|^2 \le NM\) gives \(\Delta K \ge 0\). Since \(f(z) \neq 0\), equality holds exactly when \(f'(z) = r f(z)\) for some complex number \(r\), with \(r = 0\) allowed.

For the connection, let \(c = \partial_v(1/\|f\|)\), a real number. The product rule gives \(\partial_v\hat f = \|f\|^{-1} v f' + c f\), so
\[
\langle\hat f, \partial_v\hat f\rangle = \frac{vp}{N} + c\,\|f\|.
\]
The second term is real and drops out of the imaginary part. Hence \(A_v = -\operatorname{Im}(vp)/N = \operatorname{Re}(ivp)/N = \tfrac12\,\partial_{iv}K\). The direction \(v = 1\) gives \(A_x = \tfrac12\partial_y K\), and \(v = i\) gives the direction \(i\cdot i = -1\), so \(A_y = -\tfrac12\partial_x K\). Both hold near \(z\) and can be differentiated once more:
\[
\Omega = -\tfrac12\partial_x^2K - \tfrac12\partial_y^2K = -\tfrac12\Delta K \le 0.
\]

### The Lean file

```lean
import Mathlib

open Filter Topology Complex
open scoped InnerProductSpace ComplexConjugate

namespace KahlerPotential

noncomputable section

variable {E : Type*} [NormedAddCommGroup E] [InnerProductSpace ℂ E]

/-- Derivative of `g` at the point `z` of the parameter plane along the real direction `v`;
`v = 1` gives `∂/∂x` and `v = i` gives `∂/∂y`. -/
def dirDeriv {F : Type*} [NormedAddCommGroup F] [NormedSpace ℝ F]
    (v : ℂ) (g : ℂ → F) (z : ℂ) : F :=
  deriv (fun t : ℝ => g (z + t * v)) 0

/-- The Laplacian `∂²/∂x² + ∂²/∂y²` on the plane `z = x + iy`. -/
def laplacian (g : ℂ → ℝ) (z : ℂ) : ℝ :=
  dirDeriv 1 (dirDeriv 1 g) z + dirDeriv I (dirDeriv I g) z

/-- The Kähler potential `K = log ‖f‖²` of an unnormalised state `f`. -/
def kahler (f : ℂ → E) (z : ℂ) : ℝ := Real.log (‖f z‖ ^ 2)

/-- The normalised state `u = f / ‖f‖`. -/
def normalised (f : ℂ → E) (z : ℂ) : E := ((‖f z‖⁻¹ : ℝ) : ℂ) • f z

/-- The Berry connection `A_v = -Im ⟨u, ∂_v u⟩` of the normalised state along `v`. -/
def berryConnection (f : ℂ → E) (v z : ℂ) : ℝ :=
  -(⟪normalised f z, dirDeriv v (normalised f) z⟫_ℂ).im

/-- The Berry curvature `Ω = ∂_x A_y - ∂_y A_x`. -/
def berryCurvature (f : ℂ → E) (z : ℂ) : ℝ :=
  dirDeriv 1 (berryConnection f I) z - dirDeriv I (berryConnection f 1) z

variable {f : ℂ → E} {f' : E} {z : ℂ} {U : Set ℂ}

/-- A state with complex derivative `f'` changes at the rate `v f'` along the direction `v`. -/
theorem hasDerivAt_line (hf : HasDerivAt f f' z) (v : ℂ) :
    HasDerivAt (fun t : ℝ => f (z + t * v)) (v • f') 0 := by
  have h0 : HasDerivAt (fun w : ℂ => z + w * v) v ((0 : ℝ) : ℂ) := by
    simpa using ((hasDerivAt_id ((0 : ℝ) : ℂ)).mul_const v).const_add z
  have e : z + ((0 : ℝ) : ℂ) * v = z := by simp
  have hg : HasDerivAt f f' (z + ((0 : ℝ) : ℂ) * v) := by rwa [e]
  exact HasDerivAt.scomp (h := fun t : ℝ => z + t * v) 0 hg h0.comp_ofReal

/-- The squared norm changes at the rate `2 Re (v ⟨f, f'⟩)` along `v`. -/
theorem hasDerivAt_normSq (hf : HasDerivAt f f' z) (v : ℂ) :
    HasDerivAt (fun t : ℝ => ‖f (z + t * v)‖ ^ 2) (2 * (v * ⟪f z, f'⟫_ℂ).re) 0 := by
  have hl := hasDerivAt_line hf v
  have h := Complex.reCLM.hasFDerivAt.comp_hasDerivAt (0 : ℝ) (hl.inner ℂ hl)
  have hfun : (fun t : ℝ => ‖f (z + t * v)‖ ^ 2)
      = ⇑Complex.reCLM ∘ fun t : ℝ => ⟪f (z + t * v), f (z + t * v)⟫_ℂ := by
    funext t
    exact (inner_self_eq_norm_sq (𝕜 := ℂ) _).symm
  rw [hfun]
  refine h.congr_deriv ?_
  simp only [Complex.ofReal_zero, zero_mul, add_zero]
  rw [← inner_conj_symm (v • f') (f z), inner_smul_right]
  simp only [Complex.reCLM_apply, Complex.add_re, Complex.conj_re]
  ring

/-- First derivative of the Kähler potential: `∂_v K = 2 Re (v ⟨f, f'⟩) / ‖f‖²`. -/
theorem hasDerivAt_kahler (hf : HasDerivAt f f' z) (hz : f z ≠ 0) (v : ℂ) :
    HasDerivAt (fun t : ℝ => kahler f (z + t * v))
      (2 * (v * ⟪f z, f'⟫_ℂ).re / ‖f z‖ ^ 2) 0 := by
  have h := (hasDerivAt_normSq hf v).log (by simpa using hz)
  refine h.congr_deriv ?_
  simp only [Complex.ofReal_zero, zero_mul, add_zero]

/-- The Berry connection along `v` is half the derivative of the Kähler potential along the
rotated direction `i v`. -/
theorem berryConnection_eq (hf : HasDerivAt f f' z) (hz : f z ≠ 0) (v : ℂ) :
    berryConnection f v z = 1 / 2 * dirDeriv (I * v) (kahler f) z := by
  have hl := hasDerivAt_line hf v
  have hn : DifferentiableAt ℝ (fun t : ℝ => ‖f (z + t * v)‖⁻¹) 0 :=
    (hl.differentiableAt.norm ℂ (by simpa using hz)).inv (by simpa using hz)
  obtain ⟨c, hc⟩ : ∃ c, HasDerivAt (fun t : ℝ => ‖f (z + t * v)‖⁻¹) c 0 := ⟨_, hn.hasDerivAt⟩
  -- the normalisation factor is real, so its derivative drops out of the imaginary part
  have hu : dirDeriv v (normalised f) z
      = ((‖f z‖⁻¹ : ℝ) : ℂ) • v • f' + (c : ℂ) • f z := by
    have h := (hc.ofReal_comp.smul hl).deriv
    refine Eq.trans h ?_
    simp only [Complex.ofReal_zero, zero_mul, add_zero]
  have hK : dirDeriv (I * v) (kahler f) z = _ := (hasDerivAt_kahler hf hz (I * v)).deriv
  have hs : ⟪f z, f z⟫_ℂ = ((‖f z‖ ^ 2 : ℝ) : ℂ) :=
    (inner_self_eq_norm_sq_to_K (𝕜 := ℂ) _).trans (Complex.ofReal_pow _ 2).symm
  rw [berryConnection, hu, hK]
  simp only [normalised, inner_add_right, inner_smul_left, inner_smul_right, hs]
  simp only [mul_re, mul_im, add_im, conj_re, conj_im, ofReal_re, ofReal_im, I_re, I_im]
  ring

/-- On a short segment through `z` the state stays complex-differentiable and nonzero. -/
theorem eventually_line (hd : DifferentiableOn ℂ f U) (hU : U ∈ 𝓝 z) (hz : f z ≠ 0) (v : ℂ) :
    ∀ᶠ t : ℝ in 𝓝 0, DifferentiableAt ℂ f (z + t * v) ∧ f (z + t * v) ≠ 0 := by
  have hc : Continuous fun t : ℝ => z + t * v := by fun_prop
  have ht : Tendsto (fun t : ℝ => z + t * v) (𝓝 0) (𝓝 z) := hc.tendsto' 0 z (by simp)
  exact ht.eventually ((hd.eventually_differentiableAt hU).and
    ((hd.differentiableAt hU).continuousAt.eventually_ne hz))

variable [CompleteSpace E]

/-- Second derivative `∂_v ∂_u K` of the Kähler potential of a holomorphic state, in terms of
`⟨f, f'⟩`, `⟨f, f''⟩`, `‖f'‖²` and `‖f‖²`. -/
theorem hasDerivAt_dirDeriv_kahler (hd : DifferentiableOn ℂ f U) (hU : U ∈ 𝓝 z)
    (hz : f z ≠ 0) (u v : ℂ) :
    HasDerivAt (fun t : ℝ => dirDeriv u (kahler f) (z + t * v))
      ((2 * (u * (v * ⟪f z, deriv (deriv f) z⟫_ℂ + conj v * (‖deriv f z‖ : ℂ) ^ 2)).re
          * ‖f z‖ ^ 2
        - 2 * (u * ⟪f z, deriv f z⟫_ℂ).re * (2 * (v * ⟪f z, deriv f z⟫_ℂ).re))
        / (‖f z‖ ^ 2) ^ 2) 0 := by
  -- the derivative of a holomorphic state is again holomorphic
  have ha := hd.analyticAt hU
  have hf := ha.differentiableAt.hasDerivAt
  have hf' := ha.deriv.differentiableAt.hasDerivAt
  have hR : HasDerivAt (fun t : ℝ => (u * ⟪f (z + t * v), deriv f (z + t * v)⟫_ℂ).re)
      (u * (v * ⟪f z, deriv (deriv f) z⟫_ℂ + conj v * (‖deriv f z‖ : ℂ) ^ 2)).re 0 := by
    have h := Complex.reCLM.hasFDerivAt.comp_hasDerivAt (0 : ℝ)
      (((hasDerivAt_line hf v).inner ℂ (hasDerivAt_line hf' v)).const_mul u)
    refine h.congr_deriv ?_
    simp only [Complex.ofReal_zero, zero_mul, add_zero, Complex.reCLM_apply, inner_smul_right,
      inner_smul_left, inner_self_eq_norm_sq_to_K]
    rfl
  -- quotient rule applied to the first-derivative formula, valid near `z`
  have hq := (hR.const_mul 2).fun_div (hasDerivAt_normSq hf v) (by simpa using hz)
  refine (hq.congr_of_eventuallyEq ?_).congr_deriv ?_
  · filter_upwards [eventually_line hd hU hz v] with t ht
    exact (hasDerivAt_kahler ht.1.hasDerivAt ht.2 u).deriv
  · simp only [Complex.ofReal_zero, zero_mul, add_zero]

/-- For a state holomorphic near `z` and nonzero at `z`,
`Δ log ‖f‖² = 4 (‖f‖² ‖f'‖² - |⟨f, f'⟩|²) / ‖f‖⁴`. -/
theorem laplacian_kahler (hd : DifferentiableOn ℂ f U) (hU : U ∈ 𝓝 z) (hz : f z ≠ 0) :
    laplacian (kahler f) z
      = 4 * (‖f z‖ ^ 2 * ‖deriv f z‖ ^ 2 - ‖⟪f z, deriv f z⟫_ℂ‖ ^ 2) / ‖f z‖ ^ 4 := by
  have h1 : dirDeriv 1 (dirDeriv 1 (kahler f)) z = _ :=
    (hasDerivAt_dirDeriv_kahler hd hU hz 1 1).deriv
  have h2 : dirDeriv I (dirDeriv I (kahler f)) z = _ :=
    (hasDerivAt_dirDeriv_kahler hd hU hz I I).deriv
  -- the `f''` terms of the `xx` and `yy` parts cancel
  rw [laplacian, h1, h2, Complex.sq_norm ⟪f z, deriv f z⟫_ℂ, Complex.normSq_apply]
  simp only [mul_re, mul_im, add_re, add_im, conj_re, conj_im, one_re, one_im, I_re, I_im,
    ← Complex.ofReal_pow, ofReal_re, ofReal_im]
  ring

/-- The Laplacian of the Kähler potential is nonnegative, and it vanishes exactly when `f'` is
a complex multiple of `f`. -/
theorem laplacian_kahler_nonneg (hd : DifferentiableOn ℂ f U) (hU : U ∈ 𝓝 z) (hz : f z ≠ 0) :
    0 ≤ laplacian (kahler f) z ∧
      (laplacian (kahler f) z = 0 ↔ ∃ r : ℂ, deriv f z = r • f z) := by
  rw [laplacian_kahler hd hU hz]
  have hpos : 0 < ‖f z‖ := norm_pos_iff.2 hz
  -- Cauchy-Schwarz and its equality case
  have hsq : ‖⟪f z, deriv f z⟫_ℂ‖ ^ 2 ≤ ‖f z‖ ^ 2 * ‖deriv f z‖ ^ 2 := by
    rw [← mul_pow]
    exact pow_le_pow_left₀ (norm_nonneg _) (norm_inner_le_norm (𝕜 := ℂ) _ _) 2
  refine ⟨div_nonneg (by linarith) (by positivity), ?_⟩
  rw [div_eq_zero_iff, or_iff_left (pow_pos hpos 4).ne']
  constructor
  · intro h
    have he : ‖⟪f z, deriv f z⟫_ℂ‖ = ‖f z‖ * ‖deriv f z‖ :=
      (sq_eq_sq₀ (norm_nonneg _) (by positivity)).1 (by rw [mul_pow]; linarith)
    by_cases h0 : deriv f z = 0
    · exact ⟨0, by simp [h0]⟩
    · obtain ⟨r, -, hr⟩ := (norm_inner_eq_norm_iff hz h0).1 he
      exact ⟨r, hr⟩
  · rintro ⟨r, hr⟩
    have hn : ‖⟪f z, f z⟫_ℂ‖ = ‖f z‖ ^ 2 := by
      rw [inner_self_eq_norm_sq_to_K]
      simp
    rw [hr, inner_smul_right, norm_mul, norm_smul, hn]
    ring

/-- The Berry curvature of a holomorphic band is `-Δ K / 2`, and it is nonpositive. -/
theorem berryCurvature_eq (hd : DifferentiableOn ℂ f U) (hU : U ∈ 𝓝 z) (hz : f z ≠ 0) :
    berryCurvature f z = -(1 / 2) * laplacian (kahler f) z ∧ berryCurvature f z ≤ 0 := by
  have key : ∀ u v : ℂ, dirDeriv v (berryConnection f u) z
      = 1 / 2 * dirDeriv v (dirDeriv (I * u) (kahler f)) z := by
    intro u v
    have h := hasDerivAt_dirDeriv_kahler hd hU hz (I * u) v
    have h2 := (h.const_mul (1 / 2 : ℝ)).congr_of_eventuallyEq
      (f₁ := fun t : ℝ => berryConnection f u (z + t * v)) (by
        filter_upwards [eventually_line hd hU hz v] with t ht
        exact berryConnection_eq ht.1.hasDerivAt ht.2 u)
    exact h2.deriv.trans (congrArg (fun x : ℝ => 1 / 2 * x) h.deriv.symm)
  have h1 : dirDeriv 1 (dirDeriv (I * I) (kahler f)) z = _ :=
    (hasDerivAt_dirDeriv_kahler hd hU hz (I * I) 1).deriv
  have h2 : dirDeriv I (dirDeriv (I * 1) (kahler f)) z = _ :=
    (hasDerivAt_dirDeriv_kahler hd hU hz (I * 1) I).deriv
  have hΩ : berryCurvature f z = -(1 / 2) * laplacian (kahler f) z := by
    rw [berryCurvature, key I 1, key 1 I, h1, h2, laplacian_kahler hd hU hz,
      Complex.sq_norm ⟪f z, deriv f z⟫_ℂ, Complex.normSq_apply]
    simp only [mul_re, mul_im, add_re, add_im, conj_re, conj_im, one_re, one_im, I_re, I_im,
      ← Complex.ofReal_pow, ofReal_re, ofReal_im]
    ring
  exact ⟨hΩ, by linarith [(laplacian_kahler_nonneg hd hU hz).1]⟩

/-- For the two-level band `f(z) = a + z b` with orthonormal `a`, `b`, the Laplacian of the
Kähler potential is `4 / (1 + |z|²)²`. -/
theorem laplacian_kahler_twoLevel {a b : E} (ha : ‖a‖ = 1) (hb : ‖b‖ = 1)
    (hab : ⟪a, b⟫_ℂ = 0) (z : ℂ) :
    laplacian (kahler fun w : ℂ => a + w • b) z = 4 / (1 + ‖z‖ ^ 2) ^ 2 := by
  have hder : ∀ w : ℂ, HasDerivAt (fun w : ℂ => a + w • b) b w := fun w => by
    simpa using ((hasDerivAt_id w).smul_const b).const_add a
  have hN : ‖a + z • b‖ ^ 2 = 1 + ‖z‖ ^ 2 := by
    rw [norm_add_sq (𝕜 := ℂ), inner_smul_right, hab, norm_smul, ha, hb]
    simp
  have hI : ‖⟪a + z • b, b⟫_ℂ‖ = ‖z‖ := by
    rw [inner_add_left, hab, inner_smul_left, inner_self_eq_norm_sq_to_K, hb]
    simp
  have hne : a + z • b ≠ 0 := by
    intro h
    rw [h, norm_zero] at hN
    nlinarith [sq_nonneg ‖z‖]
  have h4 : ‖a + z • b‖ ^ 4 = (1 + ‖z‖ ^ 2) ^ 2 := by
    rw [← hN]
    ring
  have h := laplacian_kahler (f := fun w : ℂ => a + w • b) (z := z) (U := Set.univ)
    (fun w _ => (hder w).differentiableAt.differentiableWithinAt) univ_mem hne
  rw [h, (hder z).deriv]
  simp only [hN, hI, hb, h4]
  congr 1
  ring

end

end KahlerPotential
```

```lean
#print axioms KahlerPotential.berryCurvature_eq
#print axioms KahlerPotential.laplacian_kahler_twoLevel
```

```
'KahlerPotential.berryCurvature_eq' depends on axioms: [propext, Classical.choice, Quot.sound]
'KahlerPotential.laplacian_kahler_twoLevel' depends on axioms: [propext, Classical.choice, Quot.sound]
```

### Remarks

*What the theorems state.* `laplacian_kahler` is the formula of the question at the point \(z\), with `deriv f z` for \(f'(z)\). `laplacian_kahler_nonneg` states \(\Delta K(z) \ge 0\) and that \(\Delta K(z) = 0\) if and only if `∃ r : ℂ, deriv f z = r • f z`. `berryCurvature_eq` states \(\Omega(z) = -\tfrac12\Delta K(z)\) and \(\Omega(z) \le 0\). One sign therefore means nonpositive, with zeros permitted. `berryConnection_eq` needs less than these three: a complex derivative `f'` at the single point \(z\), the condition \(f(z) \ne 0\), and no completeness.

*First derivatives.* `hasDerivAt_line` is the chain rule: the complex map \(w \mapsto z + wv\) is restricted to real arguments by `comp_ofReal` and composed with \(f\) by `HasDerivAt.scomp`. `hasDerivAt_normSq` writes \(\|f\|^2\) as \(\operatorname{Re}\langle f, f\rangle\), differentiates the inner product, and uses `inner_conj_symm` to identify the two terms as complex conjugates. `hasDerivAt_kahler` takes the logarithm. In `berryConnection_eq` the number `c` is the real derivative of \(1/\|f\|\), whose value is never computed; `hu` is the product rule, and expanding into real and imaginary parts leaves an identity for `ring`.

*Second derivatives.* `eventually_line` is the statement "near \(z\)": for small real \(t\) the state is differentiable and nonzero at \(z + tv\). In `hasDerivAt_dirDeriv_kahler`, `hd.analyticAt hU` upgrades differentiability to analyticity and `ha.deriv` makes \(f'\) analytic; these two steps are where completeness of `E` is used. The step `hR` is the derivative of \(\operatorname{Re}(up)\), `fun_div` is the quotient rule, and `congr_of_eventuallyEq` transfers the result to \(\partial_u K\), which agrees with the quotient for small \(t\). Mathlib's `deriv` returns zero for a function that is not differentiable, so this lemma is phrased with `HasDerivAt`, which shows that the iterated derivatives in \(\Delta K\) are genuine ones.

*The main theorems.* `laplacian_kahler` inserts the directions `1 1` and `I I`, and the cancellation of \(q\) happens in the final `ring`. The inequality uses `norm_inner_le_norm`; the equality case uses `norm_inner_eq_norm_iff`, which wants both vectors nonzero, so \(f'(z) = 0\) is treated separately with \(r = 0\). In `berryCurvature_eq`, `key` differentiates \(A_u = \tfrac12\partial_{iu}K\) along \(v\). The hand step \(\partial_{-1} = -\partial_x\) is replaced by inserting `I * I` and `I * 1` directly into the second-derivative formula.

*Smallest cases.* For \(E = \mathbb{C}\) the derivative is always a multiple of the state, with \(r = f'(z)/f(z)\), so the equality case gives \(\Delta K = 0\) and \(\Omega = 0\). A nonzero curvature needs a state space of dimension at least two, and the simplest choice is a pair of orthonormal vectors \(a\) and \(b\). For \(f(z) = a + zb\) one finds \(f' = b\), \(N = 1 + |z|^2\), \(M = 1\) and \(p = \bar z\), so \(NM - |p|^2 = 1\). The theorem `laplacian_kahler_twoLevel` states \(\Delta K = 4/(1 + |z|^2)^2\) for every \(z\); its steps `hN` and `hI` are the values of \(N\) and \(|p|\). The normalised state is \((a + zb)/\sqrt{1 + |z|^2}\), and combining the result with \(\Omega = -\tfrac12\Delta K\) gives \(\Omega = -2/(1 + |z|^2)^2\). This equals \(-2\) at \(z = 0\) and falls off like \(-2/|z|^4\) at large \(|z|\), where the normalised state approaches \(b\) up to a phase.

*Physical scope.* In band theory the result applies to a single band of a non-interacting two-dimensional system, with \(z = k_x + ik_y\) formed from the crystal momentum components \(k_x\) and \(k_y\), wherever the cell-periodic state has a holomorphic unnormalised representative; there the Berry curvature does not change sign. Holomorphy is a hypothesis on \(f\) and is not derived from a Hamiltonian. The statements are pointwise and concern one complex parameter and one state, so Brillouin-zone periodicity, Chern numbers and multiband projectors do not enter. The name Kähler potential is attached to the function \(K\) alone, and neither the quantum metric nor a Kähler structure on projective space is defined in the file.
